# Deleting one linearized coupled-cluster amplitude costs $t_k^2/(A^{-1})_{kk}$ when $A$ is positive definite

A code that deletes an amplitude and books that amplitude's own term in the energy sum as the loss can report zero for a deletion that does cost energy. The remaining amplitudes change when their equations are solved again, and the energy changes with them.

Two amplitudes are enough to see this. Write the linearized equations as $b+At=0$ and the correlation energy as $b\cdot t$, with

$$A=\begin{pmatrix}2&1\\1&2\end{pmatrix},\qquad b=\begin{pmatrix}1\\0\end{pmatrix},\qquad t=\begin{pmatrix}-2/3\\1/3\end{pmatrix}.$$

The second amplitude contributes $b_2t_2=0$ to the energy $-2/3$. Without it, the first equation gives $-1/2$ for the first amplitude, and the energy is $-1/2$. The deletion has cost $1/6$.

## The cost and a bound from the diagonal

Let $A$ be a real symmetric positive definite matrix, $b$ a real vector and $t=-A^{-1}b$. Deleting amplitude $k$ means finding a vector $s$ with

$$s_k=0,\qquad (b+As)_i=0\quad\text{for every } i\neq k.$$

There is exactly one such $s$, and

$$b\cdot s-b\cdot t=\frac{t_k^2}{(A^{-1})_{kk}}\le A_{kk}\,t_k^2 .$$

If $t_k\neq0$, the cost equals the bound exactly when $A_{ik}=0$ for all $i\neq k$, that is, when amplitude $k$ is uncoupled from the others. In the example the cost is $(1/9)/(2/3)=1/6$ and the bound is $2/9$.

## Screening amplitudes by size

In linearized coupled cluster with double excitations, real orbitals and each independent excitation listed once, $b_i$ is the Hamiltonian matrix element between the reference determinant and excited determinant $i$. The matrix $A$ is the Hamiltonian minus the reference energy, taken between excited determinants. Positive definiteness says that every state built from the excited determinants alone has an energy expectation value above that of the reference. An excited determinant at or below the reference energy violates it, so near-degenerate systems need a check.

For a code that screens amplitudes in this finite linear model, the bound turns a threshold into an energy error for one deletion: if $|t_k|\le\tau$, the energy rises by at most $A_{kk}\tau^2$. Once the full equations have been solved for $t$, this takes one diagonal element and no further linear solve. An estimate of $t_k$ made before that solve can't simply be put in its place. The formula for the exact cost also uses $(A^{-1})_{kk}$, which is component $k$ of the solution $g$ of $Ag=e_k$, where $e_k$ is the unit vector for amplitude $k$.

## From one residual to the energy difference

Let $g=A^{-1}e_k$, so that $g_k=(A^{-1})_{kk}$. Since $Ag=e_k$ is not zero, $g$ is not zero either, and positive definiteness gives

$$g_k=g\cdot e_k=g\cdot Ag>0 .$$

Let $s$ solve the equations without amplitude $k$. Only equation $k$ can have a residual; call it $r=(b+As)_k$. Then $b+As=r\,e_k$. Subtracting $b+At=0$ gives

$$A(s-t)=r\,e_k=r\,Ag,\qquad\text{hence}\qquad s=t+r\,g .$$

Component $k$ reads $0=t_k+r\,g_k$, so $r=-t_k/g_k$ and

$$s=t-\frac{t_k}{g_k}\,g .$$

Conversely, this vector has $s_k=0$ and $b+As=-(t_k/g_k)\,e_k$, which vanishes in every equation except the $k$-th. The truncated solution therefore exists and is unique.

For the energy, use $b=-At$ and the symmetry of $A$:

$$b\cdot g=-(At)\cdot g=-t\cdot Ag=-t_k .$$

It follows that

$$b\cdot s-b\cdot t=-\frac{t_k}{g_k}\,b\cdot g=\frac{t_k^2}{g_k}.$$

For the bound, take the part of $g$ that lies in the other amplitudes, $d=g-g_ke_k$. Symmetry gives $g\cdot Ae_k=(Ag)\cdot e_k=1$, and therefore

$$\begin{aligned}
d\cdot Ad&=g\cdot Ag-g_k\,g\cdot Ae_k-g_k\,e_k\cdot Ag+g_k^2\,e_k\cdot Ae_k\\
&=g_k-g_k-g_k+g_k^2A_{kk}\\
&=g_k\,(A_{kk}g_k-1).
\end{aligned}$$

The left side is nonnegative and $g_k$ is positive, so $A_{kk}g_k\ge1$. Multiplying by $t_k^2/g_k$ gives $t_k^2/g_k\le A_{kk}t_k^2$.

When $t_k\neq0$, equality in the bound means $A_{kk}g_k=1$. Then $d\cdot Ad=0$, so $d=0$ and $0=Ad=e_k-g_kAe_k$. Component $i\neq k$ of this equation is $g_kA_{ik}=0$, which gives $A_{ik}=0$. In the other direction, if all these elements vanish, then $Ae_k=A_{kk}e_k$, and $1=g\cdot Ae_k=A_{kk}g_k$.

## Definitions and theorems in Lean 4

```lean
import Mathlib

open Matrix

namespace AmplitudeDeletion

noncomputable section

variable {n : Type*} [Fintype n] [DecidableEq n]

/-- The linearized coupled-cluster amplitudes `t = -A⁻¹ b`, for an invertible matrix `A`. -/
def amplitudes (A : Matrix n n ℝ) (b : n → ℝ) : n → ℝ := -(A⁻¹ *ᵥ b)

/-- The correlation energy `b · x` carried by the amplitudes `x`. -/
def energy (b x : n → ℝ) : ℝ := b ⬝ᵥ x

/-- The amplitudes `s` solve the problem with amplitude `k` deleted: `s k` vanishes, and every
amplitude equation other than the `k`-th holds. -/
def SolvesWithout (A : Matrix n n ℝ) (b : n → ℝ) (k : n) (s : n → ℝ) : Prop :=
  s k = 0 ∧ ∀ i, i ≠ k → (b + A *ᵥ s) i = 0

/-- Column `k` of `A⁻¹`, for an invertible matrix `A`: the change of the amplitudes that adds one to
the residual of equation `k` and nothing to the others. -/
def response (A : Matrix n n ℝ) (k : n) : n → ℝ := fun i => A⁻¹ i k

variable {A : Matrix n n ℝ}

/-- For positive definite `A`, the amplitudes `-A⁻¹ b` solve all the linearized equations. -/
theorem amplitudes_solve (hA : A.PosDef) (b : n → ℝ) : b + A *ᵥ amplitudes A b = 0 := by
  have hu : IsUnit A.det := hA.det_pos.ne'.isUnit
  rw [amplitudes, mulVec_neg, mulVec_mulVec, mul_nonsing_inv A hu, one_mulVec, add_neg_cancel]

/-- For positive definite `A`, applying `A` to the response vector gives one in component `k` and
zero in every other component. -/
theorem mulVec_response (hA : A.PosDef) (k : n) : A *ᵥ response A k = Pi.single k 1 := by
  have hu : IsUnit A.det := hA.det_pos.ne'.isUnit
  ext i
  have h : (A * A⁻¹) i k = (1 : Matrix n n ℝ) i k := by rw [mul_nonsing_inv A hu]
  rw [Matrix.mul_apply, Matrix.one_apply] at h
  rw [Pi.single_apply]
  exact h

omit [DecidableEq n] in
/-- A real positive definite matrix can be moved from one side of a scalar product to the
other. -/
theorem dotProduct_mulVec_symm (hA : A.PosDef) (x y : n → ℝ) :
    x ⬝ᵥ A *ᵥ y = (A *ᵥ x) ⬝ᵥ y := by
  have hT : Aᵀ = A := by
    ext i j
    have h := hA.1.apply i j
    simpa using h
  rw [Matrix.dotProduct_mulVec, ← Matrix.mulVec_transpose, hT]

/-- The diagonal elements of the inverse of a positive definite matrix are positive. -/
theorem inv_diag_pos (hA : A.PosDef) (k : n) : 0 < A⁻¹ k k := by
  have hg : response A k ≠ 0 := by
    intro h
    have h1 := mulVec_response hA k
    rw [h, mulVec_zero] at h1
    have h2 := congrFun h1 k
    simp at h2
  have h := hA.dotProduct_mulVec_pos hg
  rw [mulVec_response hA k] at h
  simpa [response] using h

/-- For positive definite `A`, the problem without amplitude `k` has exactly one solution: the
full amplitudes shifted along the response vector until amplitude `k` vanishes. -/
theorem solvesWithout_iff (hA : A.PosDef) (b : n → ℝ) (k : n) (s : n → ℝ) :
    SolvesWithout A b k s ↔
      s = amplitudes A b - (amplitudes A b k / A⁻¹ k k) • response A k := by
  have hu : IsUnit A.det := hA.det_pos.ne'.isUnit
  have hp := (inv_diag_pos hA k).ne'
  have ht := amplitudes_solve hA b
  constructor
  · rintro ⟨hk, hs⟩
    -- the residual lives in equation `k` only
    have hres : A *ᵥ s =
        A *ᵥ (amplitudes A b + (b + A *ᵥ s) k • response A k) := by
      rw [mulVec_add, mulVec_smul, mulVec_response hA]
      ext i
      have hti := congrFun ht i
      simp only [Pi.add_apply, Pi.zero_apply] at hti
      by_cases hi : i = k
      · subst hi
        simp only [Pi.add_apply, Pi.smul_apply, Pi.single_eq_same, smul_eq_mul]
        linarith
      · have hsi := hs i hi
        simp only [Pi.add_apply] at hsi
        simp only [Pi.add_apply, Pi.smul_apply, Pi.single_eq_of_ne hi, smul_eq_mul]
        linarith
    have hsol : s = amplitudes A b + (b + A *ᵥ s) k • response A k := by
      have h := congrArg (fun v => A⁻¹ *ᵥ v) hres
      simp only [mulVec_mulVec, nonsing_inv_mul A hu, one_mulVec] at h
      exact h
    generalize (b + A *ᵥ s) k = r at hsol
    -- the condition `s k = 0` fixes the size of the residual
    have h0 := congrFun hsol k
    simp only [Pi.add_apply, Pi.smul_apply, smul_eq_mul, response, hk] at h0
    have hr : r = -(amplitudes A b k / A⁻¹ k k) := by
      field_simp
      linarith
    rw [hsol, hr, neg_smul, sub_eq_add_neg]
  · rintro rfl
    refine ⟨?_, fun i hi => ?_⟩
    · simp only [Pi.sub_apply, Pi.smul_apply, smul_eq_mul, response]
      rw [div_mul_cancel₀ _ hp, sub_self]
    · rw [mulVec_sub, mulVec_smul, mulVec_response hA, ← add_sub_assoc, ht]
      simp [Pi.single_eq_of_ne hi]

/-- For positive definite `A`, the product `A_kk (A⁻¹)_kk` is at least one, and it equals one
exactly when `A` does not couple `k` to any other index. -/
theorem diag_mul_inv_diag (hA : A.PosDef) (k : n) :
    1 ≤ A k k * A⁻¹ k k ∧ (A k k * A⁻¹ k k = 1 ↔ ∀ i, i ≠ k → A i k = 0) := by
  have hp := inv_diag_pos hA k
  have h1 : response A k ⬝ᵥ A *ᵥ Pi.single k 1 = 1 := by
    rw [dotProduct_mulVec_symm hA, mulVec_response hA]
    simp
  have h2 : (Pi.single k 1 : n → ℝ) ⬝ᵥ A *ᵥ Pi.single k 1 = A k k := by simp
  have h3 : response A k ⬝ᵥ Pi.single k 1 = A⁻¹ k k := by simp [response]
  have h4 : (Pi.single k 1 : n → ℝ) ⬝ᵥ Pi.single k 1 = 1 := by simp
  -- quadratic form of the part of the response that leaks into other amplitudes
  obtain ⟨d, hd⟩ : ∃ d, d = response A k - A⁻¹ k k • (Pi.single k 1 : n → ℝ) := ⟨_, rfl⟩
  have hq : d ⬝ᵥ A *ᵥ d = A⁻¹ k k * (A k k * A⁻¹ k k - 1) := by
    rw [hd, mulVec_sub, mulVec_smul, mulVec_response hA]
    simp only [sub_dotProduct, dotProduct_sub, smul_dotProduct, dotProduct_smul,
      smul_eq_mul, h1, h2, h3, h4]
    ring
  have hpos : d ≠ 0 → 0 < d ⬝ᵥ A *ᵥ d := fun h => by
    simpa only [star_trivial] using hA.dotProduct_mulVec_pos h
  refine ⟨?_, fun h => ?_, fun h => ?_⟩
  · have hn : 0 ≤ d ⬝ᵥ A *ᵥ d := by
      by_cases h : d = 0
      · simp [h]
      · exact (hpos h).le
    rw [hq] at hn
    have := (mul_nonneg_iff_of_pos_left hp).1 hn
    linarith
  · have hd0 : d = 0 := by
      by_contra hne
      have := hpos hne
      rw [hq, h, sub_self, mul_zero] at this
      exact lt_irrefl _ this
    intro i hi
    have h5 : A *ᵥ d = 0 := by rw [hd0, mulVec_zero]
    rw [hd, mulVec_sub, mulVec_smul, mulVec_response hA] at h5
    have h6 := congrFun h5 i
    simpa [Pi.single_eq_of_ne hi, hp.ne'] using h6
  · have hcol : A *ᵥ Pi.single k 1 = A k k • (Pi.single k 1 : n → ℝ) := by
      ext i
      by_cases hi : i = k
      · subst hi
        simp
      · simp [Pi.single_eq_of_ne hi, h i hi]
    rw [hcol, dotProduct_smul, h3, smul_eq_mul] at h1
    exact h1

/-- Exact cost of discarding one amplitude: for positive definite `A`, deleting amplitude `k` and
re-solving the other equations raises the energy by `t_k² / (A⁻¹)_kk`, which is at most
`A_kk t_k²`. -/
theorem deletion_cost (hA : A.PosDef) {b s : n → ℝ} {k : n} (hs : SolvesWithout A b k s) :
    energy b s - energy b (amplitudes A b) = amplitudes A b k ^ 2 / A⁻¹ k k ∧
      amplitudes A b k ^ 2 / A⁻¹ k k ≤ A k k * amplitudes A b k ^ 2 := by
  have hp := inv_diag_pos hA k
  constructor
  · -- the scalar product of `b` with the response vector is minus the deleted amplitude
    have hb : b ⬝ᵥ response A k = -amplitudes A b k := by
      have h := congrArg (fun v => v ⬝ᵥ response A k) (amplitudes_solve hA b)
      simp only [add_dotProduct, zero_dotProduct] at h
      rw [← dotProduct_mulVec_symm hA, mulVec_response hA, dotProduct_single, mul_one] at h
      linarith
    rw [(solvesWithout_iff hA b k s).1 hs, energy, energy, dotProduct_sub, dotProduct_smul,
      hb, smul_eq_mul]
    ring
  · rw [div_le_iff₀ hp]
    have h := mul_le_mul_of_nonneg_left (diag_mul_inv_diag hA k).1
      (sq_nonneg (amplitudes A b k))
    linarith

/-- For positive definite `A` and a nonzero amplitude `t_k`, the cost of deleting it equals
`A_kk t_k²` exactly when `A` does not couple `k` to any other amplitude. -/
theorem deletion_cost_eq_iff (hA : A.PosDef) {b s : n → ℝ} {k : n}
    (hs : SolvesWithout A b k s) (ht : amplitudes A b k ≠ 0) :
    energy b s - energy b (amplitudes A b) = A k k * amplitudes A b k ^ 2 ↔
      ∀ i, i ≠ k → A i k = 0 := by
  rw [(deletion_cost hA hs).1, ← (diag_mul_inv_diag hA k).2,
    div_eq_iff (inv_diag_pos hA k).ne']
  constructor
  · intro h
    exact mul_left_cancel₀ (pow_ne_zero 2 ht) (by linear_combination -h)
  · intro h
    linear_combination -(amplitudes A b k ^ 2) * h

end

end AmplitudeDeletion
```

```lean
#print axioms AmplitudeDeletion.deletion_cost_eq_iff
```

```
'AmplitudeDeletion.deletion_cost_eq_iff' depends on axioms: [propext, Classical.choice, Quot.sound]
```

## Equations and energies as Lean objects

The finite type `n` labels the amplitudes. `A : Matrix n n ℝ` is the matrix of the linearized equations, and `b : n → ℝ` holds the couplings to the reference. The hypothesis `A.PosDef` includes symmetry, because a real Hermitian matrix is symmetric.

`amplitudes A b` is $t$, `energy b x` is $b\cdot x$ for any vector $x$, and `response A k` is the column $g$. The energy has no factor of one half and leaves out the reference energy, which would cancel in the difference anyway.

`SolvesWithout A b k s` states the truncated problem by its equations. The restriction `i ≠ k` in it matters. If equation $k$ were imposed as well, $s$ would have to be $t$, and $s_k=0$ would force $t_k=0$. The cost theorem would still be true, but it would only describe the removal of an amplitude that was already zero.

`deletion_cost` takes any `s` with this property and gives the energy difference together with the bound. `deletion_cost_eq_iff` adds the hypothesis that $t_k\neq0$ and characterizes equality. With a single amplitude there is no other index to couple to, and the cost equals the bound.

## Residuals and quadratic forms in the lemmas

`amplitudes_solve` and `mulVec_response` are the equations $b+At=0$ and $Ag=e_k$; the unit vector appears as `Pi.single k 1`. `dotProduct_mulVec_symm` moves $A$ across a scalar product, and `inv_diag_pos` is $g_k>0$.

In `solvesWithout_iff`, the step `hres` writes $As=A(t+rg)$ and checks it component by component, with the case $i=k$ treated separately. Multiplication by $A^{-1}$ then gives `hsol`, which is $s=t+rg$. At that point the residual is still an expression containing $s$, so `generalize` replaces it by a plain number `r`, and component $k$ fixes its value. The reverse direction inserts the explicit vector into the truncated equations.

`diag_mul_inv_diag` contains the inequality $A_{kk}g_k\ge1$ and its equality case. The facts `h1` to `h4` are the scalar products needed to expand $d\cdot Ad$, and `hq` is the expanded result. Positivity is available only for nonzero vectors, so the proof of the inequality treats $d=0$ separately.

In `deletion_cost`, `hb` is $b\cdot g=-t_k$. Substituting the explicit $s$ leaves an algebraic identity for `ring`, and the bound follows by multiplying $A_{kk}g_k\ge1$ by $t_k^2$. `deletion_cost_eq_iff` cancels $t_k^2$, which is where the hypothesis $t_k\neq0$ enters.

## One deletion in a linear, positive definite model

For every finite number of amplitudes, the theorems give the energy change caused by one deletion, provided that $A$ is positive definite and both sets of equations are solved. They concern real numbers, so rounding and the error of an iterative solver stopped early have to be estimated separately. Positive definiteness is assumed and not derived from a Hamiltonian, and the nonlinear terms of full coupled cluster are absent from the equations.

The bound also applies to one deletion at a time, and adding the bounds for several amplitudes does not in general bound the cost of removing them together. With the matrix of the opening example and $b=(1,1)$, both amplitudes are $-1/3$ and each separate bound is $2/9$. Removing both costs the whole correlation energy, $2/3$, while the two bounds add up to only $4/9$. For a whole list discarded by threshold, the sum of the separate bounds is therefore not a safe error estimate. If the amplitudes are deleted one after another, the exact costs add up to the total when each is computed with the amplitudes and the inverse matrix of the problem that is left at that step.
